# Degeneracies of the N-electron Hubbard levels without hopping

A strong-coupling expansion for a Hubbard cluster treats the hopping as a perturbation of the problem without hopping. The effective Hamiltonian for a level of that problem is a matrix on the level, and the level's degeneracy is the number of rows of this matrix.

Take $L$ sites with one orbital each, all at the same orbital energy, which is set to zero. A site is empty, holds an up electron, holds a down electron, or holds both, and a doubly occupied site (a doublon) costs the repulsion energy $U$. With hopping switched off, $N$ electrons forming $d$ doublons have energy $Ud$. For $U\neq0$ and $2d\le N\le L+d$, the degeneracy of this level is

$$g(L,N,d)=\frac{2^{N-2d}\,L!}{d!\,(N-2d)!\,(L+d-N)!}.$$

## Configurations and their energy

The sites form a finite set $\Lambda$, and $L$ is its number of elements, written `Fintype.card Λ` in the code. No geometry is needed, since nothing connects the sites.

```lean
import Mathlib

open Finset
open scoped Nat

namespace HubbardAtomicLimit

noncomputable section

variable {Λ : Type*} [Fintype Λ] [DecidableEq Λ]
```

A configuration is a pair $c=(A,B)$, where $A$ is the set of sites holding an up electron and $B$ the set of sites holding a down electron. The Pauli principle is built in, because a site is either in $A$ or not, and likewise for $B$.

```lean
/-- A configuration: the set of sites holding an up electron and the set of sites
holding a down electron. -/
abbrev Config (Λ : Type*) := Finset Λ × Finset Λ
```

The electron number is $|A|+|B|$.

```lean
/-- The total number of electrons. -/
def electrons (c : Config Λ) : ℕ := c.1.card + c.2.card
```

The doubly occupied sites are those in both sets, so the doublon number is $d(c)=|A\cap B|$.

```lean
/-- The number of doubly occupied sites. -/
def doublons (c : Config Λ) : ℕ := (c.1 ∩ c.2).card
```

The singly occupied sites lie in exactly one of the two sets, and their number is $s(c)=|(A\setminus B)\cup(B\setminus A)|$.

```lean
/-- The number of singly occupied sites. -/
def singles (c : Config Λ) : ℕ := ((c.1 \ c.2) ∪ (c.2 \ c.1)).card
```

The occupation number $n_{i\uparrow}$ is 1 if $i\in A$ and 0 otherwise; $n_{i\downarrow}$ is the same with $B$. One function serves both spins.

```lean
/-- The occupation number (0 or 1) of site `i` for one spin species. -/
def occ (A : Finset Λ) (i : Λ) : ℝ := if i ∈ A then 1 else 0
```

The energy is the usual interaction term, $E(c)=\sum_i U\,n_{i\uparrow}n_{i\downarrow}$, with the same $U$ on every site. That it equals $U\,d(c)$ is proved further down and is not part of the definition.

```lean
/-- The on-site repulsion energy, the sum over sites of `U n_up n_down`. -/
def atomicEnergy (U : ℝ) (c : Config Λ) : ℝ := ∑ i, U * occ c.1 i * occ c.2 i
```

An $N$-electron wavefunction assigns a complex amplitude $\psi(c)$ to each configuration with $N$ electrons, and the Hamiltonian acts by $(H\psi)(c)=E(c)\,\psi(c)$. Here $H$ is written directly in the occupation-number basis. Its identification with the operator built from fermionic creation and annihilation operators is the one step to the physical model that is taken over from the textbook; the ordering signs of that construction do not affect $H$, because $n_{i\uparrow}n_{i\downarrow}$ is diagonal in this basis.

```lean
variable (Λ) in
/-- The Hubbard Hamiltonian without hopping, acting on wavefunctions over the
configurations with `N` electrons. -/
def atomicHamiltonian (U : ℝ) (N : ℕ) :
    Module.End ℂ ({c : Config Λ // electrons c = N} → ℂ) where
  toFun ψ := fun c => (atomicEnergy U c.1 : ℂ) * ψ c
  map_add' _ _ := by funext c; simp [mul_add]
  map_smul' _ _ := by funext c; simp [mul_left_comm]
```

## Counting by doublons and single spins

There are $2^L$ choices for $A$ and $2^L$ for $B$, hence $2^L\cdot2^L=4^L$ configurations, which agrees with four states per site.

```lean
omit [DecidableEq Λ] in
/-- On `L` sites there are `4 ^ L` configurations. -/
theorem card_config : Fintype.card (Config Λ) = 4 ^ Fintype.card Λ := by
  have h : (4 : ℕ) = 2 * 2 := rfl
  rw [Fintype.card_prod, Fintype.card_finset, h, mul_pow]
```

Splitting each set into its part inside and its part outside the other gives

$$|A|+|B|=\bigl(|A\setminus B|+|A\cap B|\bigr)+\bigl(|B\setminus A|+|A\cap B|\bigr)=2d(c)+s(c).$$

The last equality uses that $A\setminus B$ and $B\setminus A$ are disjoint, which is the first thing the proof establishes.

```lean
omit [Fintype Λ] in
/-- Each doublon carries two electrons and each singly occupied site carries one. -/
theorem electrons_eq (c : Config Λ) : electrons c = 2 * doublons c + singles c := by
  have hdis : Disjoint (c.1 \ c.2) (c.2 \ c.1) := by
    rw [Finset.disjoint_left]
    intro x hx hy
    exact (mem_sdiff.1 hx).2 (mem_sdiff.1 hy).1
  have h1 := card_sdiff_add_card_inter c.1 c.2
  have h2 := card_sdiff_add_card_inter c.2 c.1
  rw [inter_comm] at h2
  unfold electrons doublons singles
  rw [card_union_of_disjoint hdis]
  omega
```

To count the configurations with $d$ doublons and $s$ singly occupied sites, choose the doublon sites $D$, then the singly occupied sites $S$ among the remaining $L-d$, then the subset $P\subseteq S$ that carries spin up. This gives

$$\binom{L}{d}\binom{L-d}{s}\,2^s$$

choices. Each choice determines one configuration, $A=D\cup P$ and $B=D\cup(S\setminus P)$, and is recovered from it by $D=A\cap B$, $S=(A\setminus B)\cup(B\setminus A)$ and $P=A\setminus B$.

In the proof, `key` is this recovery, checked site by site. The set `T` collects the triples $(D,S,P)$, and `hT` counts them one choice at a time. The call to `card_nbij'` then takes the two maps and asks that each lands in the right set and undoes the other.

```lean
/-- The configurations with `d` doublons and `s` singly occupied sites are counted by
choosing the doublon sites, then the singly occupied sites, then their spins. -/
theorem card_doublons_singles (d s : ℕ) :
    (univ.filter fun c : Config Λ => doublons c = d ∧ singles c = s).card =
      (Fintype.card Λ).choose d * ((Fintype.card Λ - d).choose s * 2 ^ s) := by
  -- doublon set D, singly occupied set S and its spin-up part P are recovered
  have key : ∀ D S P : Finset Λ, S ⊆ Dᶜ → P ⊆ S →
      (D ∪ P) ∩ (D ∪ (S \ P)) = D ∧
      ((D ∪ P) \ (D ∪ (S \ P))) ∪ ((D ∪ (S \ P)) \ (D ∪ P)) = S ∧
      (D ∪ P) \ (D ∪ (S \ P)) = P := by
    intro D S P hS hP
    refine ⟨?_, ?_, ?_⟩ <;> ext x <;>
      have a : x ∈ S → x ∉ D := fun h => mem_compl.1 (hS h)
    all_goals
      have b : x ∈ P → x ∈ S := fun h => hP h
      simp only [mem_union, mem_inter, mem_sdiff]
      tauto
  let T : Finset (Sigma fun _ : Finset Λ => Sigma fun _ : Finset Λ => Finset Λ) :=
    (powersetCard d univ).sigma fun D => (powersetCard s Dᶜ).sigma fun S => S.powerset
  have hT : T.card =
      (Fintype.card Λ).choose d * ((Fintype.card Λ - d).choose s * 2 ^ s) := by
    rw [card_sigma]
    refine (sum_const_nat (m := (Fintype.card Λ - d).choose s * 2 ^ s)
      fun D hD => ?_).trans ?_
    · rw [card_sigma]
      refine (sum_const_nat (m := 2 ^ s) fun S hS => ?_).trans ?_
      · rw [card_powerset, (mem_powersetCard.1 hS).2]
      · rw [card_powersetCard, card_compl, (mem_powersetCard.1 hD).2]
    · rw [card_powersetCard, card_univ]
  rw [← hT]
  refine card_nbij' (fun c => ⟨c.1 ∩ c.2, (c.1 \ c.2) ∪ (c.2 \ c.1), c.1 \ c.2⟩)
    (fun t => (t.1 ∪ t.2.2, t.1 ∪ (t.2.1 \ t.2.2))) ?_ ?_ ?_ ?_
  · rintro ⟨A, B⟩ h
    obtain ⟨-, h1, h2⟩ := mem_filter.1 h
    refine mem_sigma.2 ⟨mem_powersetCard.2 ⟨subset_univ _, h1⟩, mem_sigma.2
      ⟨mem_powersetCard.2 ⟨?_, h2⟩, mem_powerset.2 subset_union_left⟩⟩
    intro x hx
    simp only [mem_union, mem_sdiff, mem_compl, mem_inter] at hx ⊢
    tauto
  · rintro ⟨D, S, P⟩ h
    obtain ⟨hD, h'⟩ := mem_sigma.1 h
    obtain ⟨hS, hP⟩ := mem_sigma.1 h'
    obtain ⟨k1, k2, -⟩ := key D S P (mem_powersetCard.1 hS).1 (mem_powerset.1 hP)
    exact mem_filter.2 ⟨mem_univ _, (congrArg card k1).trans (mem_powersetCard.1 hD).2,
      (congrArg card k2).trans (mem_powersetCard.1 hS).2⟩
  · rintro ⟨A, B⟩ _
    apply Prod.ext <;> ext x <;> simp only [mem_union, mem_inter, mem_sdiff] <;> tauto
  · rintro ⟨D, S, P⟩ h
    obtain ⟨-, h'⟩ := mem_sigma.1 h
    obtain ⟨hS, hP⟩ := mem_sigma.1 h'
    obtain ⟨k1, k2, k3⟩ := key D S P (mem_powersetCard.1 hS).1 (mem_powerset.1 hP)
    dsimp only
    rw [k1, k2, k3]
```

Fixing $N$ and $d$ fixes $s=N-2d$, and then $L-d-s=L+d-N$ sites are empty. The two inequalities together give $d\le L$, so both binomials can be written with factorials:

$$\binom{L}{d}\binom{L-d}{s}2^s=\frac{L!}{d!\,(L-d)!}\cdot\frac{(L-d)!}{s!\,(L+d-N)!}\,2^s=\frac{2^{N-2d}\,L!}{d!\,(N-2d)!\,(L+d-N)!}.$$

The formal statement compares the count with this quotient as rational numbers. The proof clears the denominator and uses the binomial identities in product form, `q1` for $\binom{L}{d}\,d!\,(L-d)!=L!$ and `q2` for the second binomial; the final `linear_combination` cancels $(L-d)!$ by inserting one into the other.

The order of terms in the last factorial matters. Subtraction of natural numbers in Lean stops at zero, so $(L-N+d)!$, harmless in a textbook, can be a different number here when $N>L$. For two sites filled with four electrons, $L=2$, $N=4$, $d=2$, it would be read as $(0+2)!=2$ in place of $0!=1$, and the formula would return one half of a configuration.

```lean
/-- For `2d ≤ N ≤ L + d`, the number of configurations on `L` sites with `N` electrons
and `d` doublons is `2^(N-2d) L! / (d! (N-2d)! (L+d-N)!)`. -/
theorem card_configurations {N d : ℕ} (h1 : 2 * d ≤ N) (h2 : N ≤ Fintype.card Λ + d) :
    ((univ.filter fun c : Config Λ => electrons c = N ∧ doublons c = d).card : ℚ) =
      2 ^ (N - 2 * d) * ((Fintype.card Λ)! : ℚ) /
        ((d ! : ℚ) * ((N - 2 * d)! : ℚ) * ((Fintype.card Λ + d - N)! : ℚ)) := by
  have hset : (univ.filter fun c : Config Λ => electrons c = N ∧ doublons c = d) =
      univ.filter fun c : Config Λ => doublons c = d ∧ singles c = N - 2 * d := by
    refine filter_congr fun c _ => ?_
    have := electrons_eq c
    omega
  -- the two binomial coefficients in terms of factorials
  have e1 := Nat.choose_mul_factorial_mul_factorial (show d ≤ Fintype.card Λ by omega)
  have e2 := Nat.choose_mul_factorial_mul_factorial
    (show N - 2 * d ≤ Fintype.card Λ - d by omega)
  rw [show Fintype.card Λ - d - (N - 2 * d) = Fintype.card Λ + d - N by omega] at e2
  have q1 := congrArg (Nat.cast : ℕ → ℚ) e1
  have q2 := congrArg (Nat.cast : ℕ → ℚ) e2
  simp only [Nat.cast_mul] at q1 q2
  rw [hset, card_doublons_singles, eq_div_iff (by positivity)]
  simp only [Nat.cast_mul, Nat.cast_pow, Nat.cast_ofNat]
  linear_combination (2 : ℚ) ^ (N - 2 * d) * q1 +
    (2 : ℚ) ^ (N - 2 * d) * ((Fintype.card Λ).choose d : ℚ) * (d ! : ℚ) * q2
```

The inequalities are also the exact condition for such a configuration to exist. If one exists, then $N=2d+s\ge2d$, and the number of occupied sites is $|A\cup B|=N-d$, which is at most $L$. Conversely, when both inequalities hold, the quotient above is positive, so there is something to count.

```lean
/-- A configuration with `N` electrons and `d` doublons exists on `L` sites exactly when
`2d ≤ N ≤ L + d`. -/
theorem exists_configuration_iff (N d : ℕ) :
    (∃ c : Config Λ, electrons c = N ∧ doublons c = d) ↔
      2 * d ≤ N ∧ N ≤ Fintype.card Λ + d := by
  constructor
  · rintro ⟨c, hN, hd⟩
    have a := electrons_eq c
    have b := card_union_add_card_inter c.1 c.2
    have u := card_le_univ (c.1 ∪ c.2)
    unfold electrons at hN a
    unfold doublons at hd a
    omega
  · rintro ⟨h1, h2⟩
    have h : (0 : ℚ) <
        ((univ.filter fun c : Config Λ => electrons c = N ∧ doublons c = d).card : ℚ) := by
      rw [card_configurations h1 h2]
      positivity
    obtain ⟨c, hc⟩ := card_pos.1 (Nat.cast_pos.1 h)
    exact ⟨c, (mem_filter.1 hc).2⟩
```

## From configurations to energy levels

The product $n_{i\uparrow}n_{i\downarrow}$ is 1 when $i\in A\cap B$ and 0 otherwise. The energy is therefore

$$E(c)=\sum_{i\in A\cap B}U=U\,d(c).$$

The proof checks the four possible states of a site and then sums a constant over $A\cap B$.

```lean
/-- The on-site repulsion energy is `U` times the number of doublons. -/
theorem atomicEnergy_eq (U : ℝ) (c : Config Λ) : atomicEnergy U c = U * doublons c := by
  have h : ∀ i, U * occ c.1 i * occ c.2 i = if i ∈ c.1 ∩ c.2 then U else 0 := by
    intro i
    by_cases h1 : i ∈ c.1 <;> by_cases h2 : i ∈ c.2 <;> simp [occ, h1, h2]
  unfold atomicEnergy doublons
  rw [sum_congr rfl (fun i _ => h i), sum_ite_mem, univ_inter, sum_const,
    nsmul_eq_mul, mul_comm]
```

The eigenvalue equation $H\psi=Ud\,\psi$ now reads, for each configuration separately,

$$U\,d(c)\,\psi(c)=U\,d\,\psi(c).$$

Either $\psi(c)=0$ or $U\,d(c)=U\,d$, and since $U\ne0$ the second case means $d(c)=d$. So $\psi$ solves the equation exactly when it vanishes on every configuration whose doublon number differs from $d$. The sign of $U$ plays no role, so attractive interactions are included.

In the code the energy appears as `((U * d : ℝ) : ℂ)`, a real number regarded as complex. The eigenspace contains all solutions, normalised or not, together with the zero function.

```lean
/-- For `U ≠ 0`, an `N`-electron wavefunction solves the eigenvalue equation at energy
`U d` exactly when it vanishes on all configurations whose doublon number is not `d`. -/
theorem mem_level_iff {U : ℝ} (hU : U ≠ 0) {N d : ℕ}
    (ψ : {c : Config Λ // electrons c = N} → ℂ) :
    ψ ∈ Module.End.eigenspace (atomicHamiltonian Λ U N) ((U * d : ℝ) : ℂ) ↔
      ∀ c, doublons c.1 ≠ d → ψ c = 0 := by
  rw [Module.End.mem_eigenspace_iff, funext_iff]
  refine forall_congr' fun c => ?_
  change (atomicEnergy U c.1 : ℂ) * ψ c = ((U * d : ℝ) : ℂ) * ψ c ↔ _
  rw [atomicEnergy_eq, mul_eq_mul_right_iff, Complex.ofReal_inj, mul_right_inj' hU,
    Nat.cast_inj]
  tauto
```

Such a wavefunction is fixed by its values on the $N$-electron configurations with $d$ doublons, and these values are free. The eigenspace is thus the space of complex functions on those configurations, and its dimension is their number:

$$\dim\ker(H-Ud)=\#\{c:\ |A|+|B|=N,\ d(c)=d\}=g(L,N,d).$$

The linear equivalence `e` carries this out. One direction restricts $\psi$ to the $d$-doublon configurations, and the other extends a function by zero; `mem_level_iff` guarantees that the extension lies in the eigenspace and that restriction loses nothing. The dimension, `Module.finrank ℂ`, then becomes a number of configurations, which `card_configurations` evaluates.

At $U=0$ the formula can fail. Two electrons on two sites have four configurations without a doublon and two with one. For $U\neq0$ these are separate levels of degeneracy 4 and 2, but at $U=0$ all six states lie at zero energy, and neither number is the degeneracy.

```lean
/-- For `U ≠ 0` and `2d ≤ N ≤ L + d`, the level at energy `U d` of `N` electrons on `L`
sites without hopping has degeneracy `2^(N-2d) L! / (d! (N-2d)! (L+d-N)!)`. -/
theorem atomic_level_degeneracy {U : ℝ} (hU : U ≠ 0) {N d : ℕ}
    (h1 : 2 * d ≤ N) (h2 : N ≤ Fintype.card Λ + d) :
    (Module.finrank ℂ
      (Module.End.eigenspace (atomicHamiltonian Λ U N) ((U * d : ℝ) : ℂ)) : ℚ) =
      2 ^ (N - 2 * d) * ((Fintype.card Λ)! : ℚ) /
        ((d ! : ℚ) * ((N - 2 * d)! : ℚ) * ((Fintype.card Λ + d - N)! : ℚ)) := by
  -- restriction to the d-doublon configurations identifies the eigenspace
  let e : Module.End.eigenspace (atomicHamiltonian Λ U N) ((U * d : ℝ) : ℂ) ≃ₗ[ℂ]
      ({c : {c : Config Λ // electrons c = N} // doublons c.1 = d} → ℂ) :=
    { toFun := fun ψ c => ψ.1 c.1
      map_add' := fun _ _ => rfl
      map_smul' := fun _ _ => rfl
      invFun := fun f => ⟨fun c => if h : doublons c.1 = d then f ⟨c, h⟩ else 0,
        (mem_level_iff hU _).2 fun _ hc => dif_neg hc⟩
      left_inv := fun ψ => by
        apply Subtype.ext
        funext c
        by_cases h : doublons c.1 = d
        · exact dif_pos h
        · exact (dif_neg h).trans ((mem_level_iff hU _).1 ψ.2 c h).symm
      right_inv := fun f => by
        funext c
        exact dif_pos c.2 }
  rw [← card_configurations h1 h2, e.finrank_eq, Module.finrank_fintype_fun_eq_card,
    Fintype.card_congr (Equiv.subtypeSubtypeEquivSubtypeInter
      (fun c : Config Λ => electrons c = N) (fun c => doublons c = d)),
    Fintype.card_subtype]
```

With one electron per site on average, $N=L$, the level without doublons has $d=0$ and energy zero. The formula gives

$$g(L,L,0)=\frac{2^L\,L!}{0!\,L!\,0!}=2^L.$$

The level is spanned by the $2^L$ configurations with one electron on every site and a free choice of each spin. The proof inserts $N=L$ and $d=0$ into the general theorem and cancels $L!$.

For repulsive $U$ this is the lowest level of the half-filled cluster without hopping. It has the dimension of $L$ spins one half, the space on which the Heisenberg Hamiltonian acts when weak hopping is treated to second order; the perturbation theory itself is a further calculation, and the degeneracy counted here is only its starting point.

```lean
/-- For `U ≠ 0` and one electron per site on average, the zero-energy level of `L` sites
without hopping has degeneracy `2 ^ L`. -/
theorem half_filling_degeneracy {U : ℝ} (hU : U ≠ 0) :
    Module.finrank ℂ
      (Module.End.eigenspace (atomicHamiltonian Λ U (Fintype.card Λ)) 0) =
      2 ^ Fintype.card Λ := by
  have hf : ((Fintype.card Λ)! : ℚ) ≠ 0 := by positivity
  have h := atomic_level_degeneracy (Λ := Λ) hU (N := Fintype.card Λ) (d := 0)
    (by omega) (by omega)
  have hz : ((U * ((0 : ℕ) : ℝ) : ℝ) : ℂ) = 0 := by simp
  rw [hz] at h
  simp only [mul_zero, Nat.sub_zero, Nat.add_zero,
    Nat.sub_self, Nat.factorial_zero, Nat.cast_one, one_mul, mul_one] at h
  rw [mul_div_cancel_right₀ _ hf] at h
  exact_mod_cast h

end

end HubbardAtomicLimit
```

```lean
#print axioms HubbardAtomicLimit.card_config
#print axioms HubbardAtomicLimit.exists_configuration_iff
#print axioms HubbardAtomicLimit.atomic_level_degeneracy
#print axioms HubbardAtomicLimit.half_filling_degeneracy
```

```
'HubbardAtomicLimit.card_config' depends on axioms: [propext, Classical.choice, Quot.sound]
'HubbardAtomicLimit.exists_configuration_iff' depends on axioms: [propext, Classical.choice, Quot.sound]
'HubbardAtomicLimit.atomic_level_degeneracy' depends on axioms: [propext, Classical.choice, Quot.sound]
'HubbardAtomicLimit.half_filling_degeneracy' depends on axioms: [propext, Classical.choice, Quot.sound]
```
